# Hopping amplitudes of a single band on a finite ring do not depend on the phases of its Bloch states

The hopping amplitudes of a band on a ring of $N$ cells are matrix elements of the Hamiltonian between Wannier functions, and every Bloch state that enters those functions carries an arbitrary phase; to ask whether the amplitudes notice these phases, we label both momenta and cells by residues modulo $N$, the Lean type `ZMod N`. The periodic boundary condition is then built into the labels: cell $R+N$ is cell $R$, and the difference $R-S$ of two cells is again a cell label. The momentum label $k$ is an integer modulo $N$, and for lattice constant $a$ the wave number is $2\pi k/(Na)$.

For orthonormal eigenstates $\psi_k$ of $H$ with energies $E_k$, one for each $k$, the amplitudes turn out to be the Fourier transform of the band, whatever the phases. This is the relation behind Wannier interpolation in electronic-structure work, treated here for one non-interacting band in one dimension and at the $N$ mesh momenta only.

The states live in any complex inner product space `V`, of finite or infinite dimension, and the ring has at least one cell.

```lean
import Mathlib

open scoped ComplexConjugate

namespace WannierRing

noncomputable section

variable {N : ℕ} [NeZero N] {V : Type*} [NormedAddCommGroup V] [InnerProductSpace ℂ V]
```

## Bloch phases, Wannier functions and amplitudes

Write
$$\omega(x)=e^{2\pi i x/N}$$
for the Bloch phase of a residue $x$. It is well defined because adding $N$ to $x$ changes nothing. In Lean it is Mathlib's standard additive character of `ZMod N`.

```lean
/-- The Bloch phase `exp (2πi x / N)` of a residue `x` modulo `N`. -/
def phase (x : ZMod N) : ℂ := ZMod.stdAddChar x
```

Lattice Fourier sums of states carry the factor $1/\sqrt N$, a real number regarded as a complex one.

```lean
/-- The normalisation factor `1/√N` of a lattice Fourier sum, for `N ≥ 1`. -/
def siteNorm (N : ℕ) : ℂ := (((Real.sqrt (N : ℝ))⁻¹ : ℝ) : ℂ)
```

Let $c_k$ be the gauge factor that multiplies $\psi_k$. The Wannier function of cell $R$ is
$$w_R=\frac{1}{\sqrt N}\sum_k \omega(-kR)\,c_k\,\psi_k .$$
The definition accepts any complex $c_k$; the condition $|c_k|=1$ appears only in the theorem that needs it.

```lean
/-- The Wannier function of cell `R`, built from the Bloch states `ψ k` multiplied by the
gauge factors `c k`. -/
def wannier (c : ZMod N → ℂ) (ψ : ZMod N → V) (R : ZMod N) : V :=
  siteNorm N • ∑ k, (phase (-(k * R)) * c k) • ψ k
```

The amplitude over a distance $R$ is
$$t(R)=\frac1N\sum_k \omega(kR)\,E_k .$$
Lean calls it `hopping ε R`, with `ε` for the band $E_k$. The name includes $t(0)$, which is the on-site energy, and there is no minus sign in front, unlike in the textbook convention where the nearest-neighbour matrix element is $-t$. The energies are allowed to be complex, so that their reality can be characterised later.

```lean
/-- The hopping amplitude over a distance `R`: the lattice Fourier transform of the band `ε`. -/
def hopping (ε : ZMod N → ℂ) (R : ZMod N) : ℂ :=
  (1 / (N : ℂ)) * ∑ k, phase (k * R) * ε k
```

## Arithmetic of the phases

For integers $k$ and $R$, the phase of the product is the usual exponential,
$$\omega(kR)=e^{2\pi i kR/N}.$$
This ties the abstract character to the formula in a physics text, including its sign.

```lean
/-- For integer momentum label `k` and cell `R`, the Bloch phase is `exp (2πi k R / N)`. -/
theorem phase_intCast (k R : ℤ) :
    phase ((k : ZMod N) * (R : ZMod N)) =
      Complex.exp (2 * Real.pi * Complex.I * (k * R) / N) := by
  rw [phase, ← Int.cast_mul, ZMod.stdAddChar_coe]
  simp only [Int.cast_mul]
```

Exponentials turn sums into products, $\omega(x+y)=\omega(x)\,\omega(y)$.

```lean
/-- Bloch phases multiply when their arguments are added. -/
theorem phase_add (x y : ZMod N) : phase (x + y) = phase x * phase y :=
  AddChar.map_add_eq_mul _ x y
```

Since $|\omega(x)|=1$, the conjugate is the inverse, so $\overline{\omega(x)}=\omega(-x)$.

```lean
/-- Complex conjugation reverses a Bloch phase. -/
theorem conj_phase (x : ZMod N) : conj (phase x) = phase (-x) := by
  rw [phase, phase, ZMod.stdAddChar_apply, ZMod.stdAddChar_apply,
    AddChar.map_neg_eq_inv, Circle.coe_inv_eq_conj]
```

Next comes the sum over the whole ring, $\Sigma(x)=\sum_k\omega(kx)$. For $x=0$ every term is $1$ and $\Sigma(0)=N$. For $x\neq0$, replacing $k$ by $k+1$ only reorders the terms, but it multiplies the sum by $\omega(x)$. Hence $(1-\omega(x))\,\Sigma(x)=0$, and since $\omega(x)\neq1$ the sum vanishes:
$$\sum_k\omega(kx)=N\,\delta_{x,0}.$$

```lean
/-- The Bloch phases `exp (2πi k x / N)` summed over the ring give `N` if `x = 0` and cancel
otherwise. -/
theorem sum_phase (x : ZMod N) : ∑ k, phase (k * x) = if x = 0 then (N : ℂ) else 0 := by
  have h := AddChar.sum_mulShift x (ZMod.isPrimitive_stdAddChar N)
  simpa [phase] using h
```

### Why the character must be primitive

The Mathlib device in this lemma is `AddChar.sum_mulShift`, which evaluates the sum for any primitive additive character. A character is primitive if, for every $x\neq0$, the rescaled function $k\mapsto\omega(kx)$ is still not constantly $1$. For $N\ge2$ this implies that the character is non-trivial (take $x=1$), but being non-trivial is not enough in general. On a ring of four cells, $k\mapsto e^{2\pi i\,2k/4}=(-1)^k$ is a non-trivial character, yet rescaling by $x=2$ gives $(-1)^{2k}=1$ for all $k$, and the sum is $4$ instead of $0$. With that character, cells $0$ and $2$ could not be told apart.

The standard character has no such blind spot, because $e^{2\pi i x/N}=1$ only for $x=0$ modulo $N$. Mathlib records this as `ZMod.isPrimitive_stdAddChar N`. It holds for composite $N$ as well as for primes, so no restriction on the size of the ring enters.

## From the amplitudes back to the band

The two factors $1/\sqrt N$ in a matrix element combine to
$$\frac{1}{\sqrt N}\cdot\frac{1}{\sqrt N}=\frac1N .$$

```lean
/-- The squared modulus of the normalisation factor is `1/N`. -/
theorem siteNorm_sq (N : ℕ) : conj (siteNorm N) * siteNorm N = 1 / (N : ℂ) := by
  rw [siteNorm, Complex.conj_ofReal, ← Complex.ofReal_mul, ← mul_inv,
    Real.mul_self_sqrt (Nat.cast_nonneg N)]
  simp
```

Now insert the definition of $t$ into the inverse Fourier sum and exchange the sums over cells and momenta:
$$\sum_R\omega(-kR)\,t(R)=\frac1N\sum_q\Big[\sum_R\omega\big(R(q-k)\big)\Big]E_q=\frac1N\sum_q N\,\delta_{q,k}\,E_q=E_k .$$
The `calc` block has the same two stages. `Finset.sum_comm` exchanges the sums, and `sum_phase` leaves only $q=k$.

```lean
/-- The inverse lattice Fourier sum of the hopping amplitudes recovers the band. -/
theorem band_recovery (ε : ZMod N → ℂ) (k : ZMod N) :
    ∑ R, phase (-(k * R)) * hopping ε R = ε k := by
  have hN : (N : ℂ) ≠ 0 := Nat.cast_ne_zero.mpr (NeZero.ne N)
  calc ∑ R, phase (-(k * R)) * hopping ε R
      = (1 / (N : ℂ)) * ∑ q, (∑ R, phase (R * (q - k))) * ε q := by
        -- exchange the sums over cells and momenta
        simp only [hopping, Finset.mul_sum, Finset.sum_mul]
        rw [Finset.sum_comm]
        refine Finset.sum_congr rfl fun q _ => Finset.sum_congr rfl fun R _ => ?_
        rw [show R * (q - k) = -(k * R) + q * R by ring, phase_add]
        ring
    _ = ε k := by
        -- only the momentum q = k survives
        simp only [sum_phase, sub_eq_zero, ite_mul, zero_mul, Finset.sum_ite_eq',
          Finset.mem_univ, if_true]
        field_simp
```

## The gauge drops out of the matrix element

Let $H\psi_k=E_k\psi_k$. By linearity,
$$Hw_S=\frac1{\sqrt N}\sum_k\omega(-kS)\,c_k\,E_k\,\psi_k .$$
Take the inner product with $w_R$, which is conjugate-linear in its first argument. Orthonormality removes every term that pairs different momenta:
$$\langle w_R,Hw_S\rangle=\frac1N\sum_k\overline{\omega(-kR)\,c_k}\;\omega(-kS)\,c_k\,E_k=\frac1N\sum_k\omega\big(k(R-S)\big)\,|c_k|^2E_k .$$
For unit phases $|c_k|^2=1$, and therefore
$$\langle w_R,Hw_S\rangle=t(R-S).$$
Setting $S=0$ and using the inversion above gives
$$\sum_R\omega(-kR)\,\langle w_R,Hw_0\rangle=E_k .$$

```lean
/-- For orthonormal eigenstates `ψ k` of `H` and any unit phases `c k`, the matrix elements of `H`
between Wannier functions are the hopping amplitudes of the band, and their inverse Fourier sum
gives back the band. -/
theorem wannier_hopping (H : V →ₗ[ℂ] V) (ψ : ZMod N → V) (ε c : ZMod N → ℂ)
    (hψ : Orthonormal ℂ ψ) (hH : ∀ k, H (ψ k) = ε k • ψ k) (hc : ∀ k, ‖c k‖ = 1) :
    (∀ R S, inner ℂ (wannier c ψ R) (H (wannier c ψ S)) = hopping ε (R - S)) ∧
    ∀ k, ∑ R, phase (-(k * R)) * inner ℂ (wannier c ψ R) (H (wannier c ψ 0)) = ε k := by
  have main : ∀ R S, inner ℂ (wannier c ψ R) (H (wannier c ψ S)) = hopping ε (R - S) := by
    intro R S
    have hw : H (wannier c ψ S) =
        siteNorm N • ∑ k, (phase (-(k * S)) * c k * ε k) • ψ k := by
      simp only [wannier, map_smul, map_sum, hH, smul_smul]
    rw [hw, wannier, inner_smul_left, inner_smul_right, hψ.inner_sum, ← mul_assoc,
      siteNorm_sq, hopping]
    congr 1
    refine Finset.sum_congr rfl fun k _ => ?_
    -- the gauge factor enters only through its squared modulus
    have hk : conj (c k) * c k = 1 := by
      rw [Complex.conj_mul', hc k]
      simp
    rw [map_mul, conj_phase, neg_neg, show k * (R - S) = k * R + -(k * S) by ring, phase_add]
    linear_combination (phase (k * R) * phase (-(k * S)) * ε k) * hk
  refine ⟨main, fun k => ?_⟩
  simp only [main, sub_zero]
  exact band_recovery ε k
```

The three hypotheses are the physical ones: `hψ` says that the $\psi_k$ are orthonormal, `hH` that they are eigenvectors of $H$, and `hc` that each gauge factor has modulus one. The phases may vary from one $k$ to the next in any way, with no smoothness condition. The conclusion has two parts, the formula for all pairs of cells and the recovery of the band. Gauge independence can be read off from the first part, since `c` does not occur in `hopping ε (R - S)`.

In the proof, `hw` is the formula for $Hw_S$, `hψ.inner_sum` reduces the double sum to a single one, and `hk` is the identity $\overline{c_k}\,c_k=1$. The final `linear_combination` uses `hk` once for each momentum.

Translation symmetry is not among the hypotheses. To read $w_R$ as a function sitting in cell $R$ of a crystal, one adds the assumption that $\psi_k$ is a Bloch state, which is multiplied by $\omega(-k)$ when it is moved forward by one cell; then $w_R$ is $w_0$ moved forward by $R$ cells. Nor does the theorem say anything about how well localised the $w_R$ are, and that does in general depend on the gauge.

## The tight-binding equation

The Hamiltonian also acts on the Wannier functions themselves in tight-binding form. Substituting $R'=R-S$ in the inversion formula gives
$$\sum_R t(R-S)\,\omega(-kR)=\omega(-kS)\sum_{R'}\omega(-kR')\,t(R')=\omega(-kS)\,E_k .$$
Multiply by $c_k\psi_k/\sqrt N$ and sum over $k$. The left side becomes a combination of Wannier functions and the right side is $Hw_S$:
$$Hw_S=\sum_R t(R-S)\,w_R .$$
No inner product was taken, so neither orthonormality nor $|c_k|=1$ is required.

```lean
/-- If the `ψ k` are eigenvectors of `H`, then `H` acts on the Wannier functions as a tight-binding
operator whose amplitudes depend only on the difference `R - S` of the cell labels. -/
theorem tight_binding (H : V →ₗ[ℂ] V) (ψ : ZMod N → V) (ε c : ZMod N → ℂ)
    (hH : ∀ k, H (ψ k) = ε k • ψ k) (S : ZMod N) :
    H (wannier c ψ S) = ∑ R, hopping ε (R - S) • wannier c ψ R := by
  -- the Fourier inversion, with the origin moved to cell S
  have key : ∀ k, ∑ R, hopping ε (R - S) * phase (-(k * R)) = phase (-(k * S)) * ε k := by
    intro k
    rw [← band_recovery ε k, Finset.mul_sum]
    refine Eq.trans ?_ (Equiv.sum_comp (Equiv.subRight S)
      (fun R => phase (-(k * S)) * (phase (-(k * R)) * hopping ε R)))
    refine Finset.sum_congr rfl fun R _ => ?_
    simp only [Equiv.subRight_apply]
    rw [show -(k * R) = -(k * S) + -(k * (R - S)) by ring, phase_add]
    ring
  simp only [wannier, map_smul, map_sum, hH, Finset.smul_sum, smul_smul]
  rw [Finset.sum_comm]
  refine Finset.sum_congr rfl fun k _ => ?_
  rw [← Finset.sum_smul]
  congr 1
  symm
  calc _ = (siteNorm N * c k) * ∑ R, hopping ε (R - S) * phase (-(k * R)) := by
        rw [Finset.mul_sum]
        exact Finset.sum_congr rfl fun R _ => by ring
    _ = _ := by
        rw [key]
        ring
```

The auxiliary statement `key` is the first display, with `Equiv.subRight S` carrying out the shift of the summation variable. The rest exchanges the sums and compares the coefficients of each $\psi_k$.

## Real bands and Hermitian hopping

If every $E_k$ is real, conjugating the definition of $t$ gives
$$\overline{t(R)}=\frac1N\sum_k\omega(-kR)\,E_k=t(-R).$$
Conversely, suppose $t(-R)=\overline{t(R)}$ for all $R$. Conjugate the inversion formula and then reverse the direction of every hop:
$$\overline{E_k}=\sum_R\omega(kR)\,\overline{t(R)}=\sum_R\omega(kR)\,t(-R)=\sum_R\omega(-kR)\,t(R)=E_k .$$
So backward hopping is the conjugate of forward hopping at all distances exactly when the band is real.

```lean
/-- Hopping backwards is the complex conjugate of hopping forwards, for all distances, exactly
when the band is real. -/
theorem hopping_hermitian_iff (ε : ZMod N → ℂ) :
    (∀ R, hopping ε (-R) = conj (hopping ε R)) ↔ ∀ k, conj (ε k) = ε k := by
  constructor
  · intro h k
    rw [← band_recovery ε k, map_sum]
    -- reverse the direction of every hop
    refine Eq.trans ?_ (Equiv.sum_comp (Equiv.neg (ZMod N))
      (fun R => phase (-(k * R)) * hopping ε R))
    refine Finset.sum_congr rfl fun R _ => ?_
    simp only [map_mul, conj_phase, Equiv.neg_apply, h, mul_neg]
  · intro h R
    simp only [hopping, map_mul, map_sum, conj_phase, h, mul_neg, map_div₀, map_one,
      map_natCast]
```

The reversal of the hops is the substitution `Equiv.neg (ZMod N)`. The statement concerns the numbers $E_k$ and $t(R)$ alone; no operator appears in it.

## The nearest-neighbour ring

A concrete system satisfies the hypotheses on the states for every $N\ge1$. Take one orbital per cell, with wave functions $f(x)$ on the $N$ sites, and the normalised plane waves
$$\varphi_k(x)=\frac1{\sqrt N}\,\omega(kx).$$

```lean
/-- The normalised plane wave of momentum label `k` on a ring of `N` sites. -/
def planeWave (k : ZMod N) : EuclideanSpace ℂ (ZMod N) :=
  WithLp.toLp 2 fun x => siteNorm N * phase (k * x)
```

Let an electron hop to either neighbour with amplitude $-J$, where $J$ is a real energy that sets the strength of the hopping:
$$(Hf)(x)=-J\,\big[f(x+1)+f(x-1)\big].$$
For $N=2$ both neighbours are the same site, and for $N=1$ they are the site itself. The two terms then add, and the formula remains valid as written.

```lean
/-- The nearest-neighbour Hamiltonian on the ring, with amplitude `-J` for each hop. -/
def ringHamiltonian (J : ℝ) : EuclideanSpace ℂ (ZMod N) →ₗ[ℂ] EuclideanSpace ℂ (ZMod N) where
  toFun f := WithLp.toLp 2 fun x => -(J : ℂ) * (f (x + 1) + f (x - 1))
  map_add' f g := by
    ext x
    change -(J : ℂ) * ((f (x + 1) + g (x + 1)) + (f (x - 1) + g (x - 1))) =
      -(J : ℂ) * (f (x + 1) + f (x - 1)) + -(J : ℂ) * (g (x + 1) + g (x - 1))
    ring
  map_smul' a f := by
    ext x
    change -(J : ℂ) * (a * f (x + 1) + a * f (x - 1)) =
      a * (-(J : ℂ) * (f (x + 1) + f (x - 1)))
    ring
```

Orthonormality is the ring sum once more,
$$\langle\varphi_k,\varphi_q\rangle=\frac1N\sum_x\omega\big(x(q-k)\big)=\delta_{k,q},$$
and the eigenvalue equation follows from $\omega(k(x\pm1))=\omega(kx)\,\omega(\pm k)$:
$$H\varphi_k=-J\,\big[\omega(k)+\omega(-k)\big]\,\varphi_k .$$
The bracket equals $2\cos(2\pi k/N)$, so this is the familiar cosine band $-2J\cos(2\pi k/N)$. Together with any unit phases, these states can be put into `wannier_hopping`. A short sum that the code leaves out shows that for $c_k=1$ the Wannier function $w_R$ is the orbital on site $R$, and that for $N\ge3$ the amplitudes are $t(\pm1)=-J$ and zero otherwise.

```lean
/-- The plane waves on the ring are orthonormal eigenstates of the nearest-neighbour Hamiltonian,
with band `-J (exp (2πi k / N) + exp (-2πi k / N))`. -/
theorem wannier_hopping_witness (J : ℝ) :
    Orthonormal ℂ (planeWave (N := N)) ∧
    ∀ k : ZMod N, ringHamiltonian J (planeWave k) =
      (-(J : ℂ) * (phase k + phase (-k))) • planeWave k := by
  have hN : (N : ℂ) ≠ 0 := Nat.cast_ne_zero.mpr (NeZero.ne N)
  constructor
  · rw [orthonormal_iff_ite]
    intro k q
    have h : inner ℂ (planeWave k) (planeWave q) =
        (1 / (N : ℂ)) * ∑ x, phase (x * (q - k)) := by
      rw [PiLp.inner_apply, ← siteNorm_sq, Finset.mul_sum]
      refine Finset.sum_congr rfl fun x _ => ?_
      rw [show x * (q - k) = -(k * x) + q * x by ring, phase_add, ← conj_phase]
      simp only [planeWave, RCLike.inner_apply, map_mul]
      ring
    rw [h, sum_phase]
    by_cases hkq : k = q
    · subst hkq
      simp [hN]
    · have hqk : ¬ q = k := fun e => hkq e.symm
      simp [sub_eq_zero, hkq, hqk]
  · intro k
    ext x
    change -(J : ℂ) * (siteNorm N * phase (k * (x + 1)) + siteNorm N * phase (k * (x - 1))) =
      (-(J : ℂ) * (phase k + phase (-k))) * (siteNorm N * phase (k * x))
    rw [show k * (x + 1) = k * x + k by ring, show k * (x - 1) = k * x + -k by ring,
      phase_add, phase_add]
    ring

end

end WannierRing
```

```lean
#print axioms WannierRing.phase_intCast
#print axioms WannierRing.wannier_hopping
#print axioms WannierRing.tight_binding
#print axioms WannierRing.hopping_hermitian_iff
```

```
'WannierRing.phase_intCast' depends on axioms: [propext, Classical.choice, Quot.sound]
'WannierRing.wannier_hopping' depends on axioms: [propext, Classical.choice, Quot.sound]
'WannierRing.tight_binding' depends on axioms: [propext, Classical.choice, Quot.sound]
'WannierRing.hopping_hermitian_iff' depends on axioms: [propext, Classical.choice, Quot.sound]
```
